# A one-parameter group of unitary or antiunitary operators is entirely unitary

Suppose that a rotation could be unitary at some angles and antiunitary at others. The relative phases in a superposition would then be conjugated at some angles and kept at the rest, and the type of operator would have to be settled angle by angle. The same doubt would hang over time evolution. It disappears if the operators F(t), with t real, satisfy

F(s+t) = F(s)F(t).

In quantum mechanics this covers evolution under a time-independent Hamiltonian and rotations about a fixed axis, but not the two-time propagator of a driven system. Time reversal, being antiunitary, cannot belong to a one-parameter group whose members are all unitary or antiunitary.

## Each operation is linear or conjugate-linear

Let V be a complex vector space of any dimension. A symmetry operation T is an element of `V ≃ₗ[ℝ] V`, an invertible map that respects sums and real scalars. Its treatment of a complex scalar c is one of two kinds:

T(cv) = c Tv  or  T(cv) = c* Tv.

These are `IsComplexLinear` and `IsConjLinear`. On an inner product space H, which need not be complete, unitary operators also preserve ⟨x,y⟩, and antiunitary ones turn it into ⟨y,x⟩.

In Lean 4 with Mathlib:

```lean
import Mathlib

open ComplexConjugate

namespace AntiunitaryFlow

noncomputable section

variable {V : Type*} [AddCommGroup V] [Module ℂ V]
variable {H : Type*} [NormedAddCommGroup H] [InnerProductSpace ℂ H]

/-- The operation `T` commutes with multiplication by complex numbers. -/
def IsComplexLinear (T : V ≃ₗ[ℝ] V) : Prop :=
  ∀ (c : ℂ) (v : V), T (c • v) = c • T v

/-- The operation `T` turns complex scalars into their conjugates. -/
def IsConjLinear (T : V ≃ₗ[ℝ] V) : Prop :=
  ∀ (c : ℂ) (v : V), T (c • v) = conj c • T v

/-- A unitary operator: complex-linear, invertible and preserving inner products. -/
def IsUnitaryOp (T : H ≃ₗ[ℝ] H) : Prop :=
  IsComplexLinear T ∧ ∀ x y : H, inner ℂ (T x) (T y) = inner ℂ x y

/-- An antiunitary operator: conjugate-linear, invertible and exchanging the two
arguments of the inner product. -/
def IsAntiunitaryOp (T : H ≃ₗ[ℝ] H) : Prop :=
  IsConjLinear T ∧ ∀ x y : H, inner ℂ (T x) (T y) = inner ℂ y x
```

The derivation uses this alternative to control squares. If T is linear, T(T(cv)) = c T(Tv). If T is conjugate-linear,

T(T(cv)) = T(c* Tv) = c** T(Tv) = c T(Tv).

Either way T² is complex-linear. The proof splits into the same two cases, and `Complex.conj_conj` cancels the double conjugation.

```lean
/-- Applying a linear or conjugate-linear operation twice gives a complex-linear one. -/
theorem isComplexLinear_mul_self {T : V ≃ₗ[ℝ] V}
    (h : IsComplexLinear T ∨ IsConjLinear T) : IsComplexLinear (T * T) := by
  intro c v
  change T (T (c • v)) = c • T (T v)
  rcases h with h | h
  · rw [h, h]
  · -- the two conjugations cancel
    rw [h, h, Complex.conj_conj]
```

Without the alternative, the conclusion fails: on ℂ, the maps x + iy ↦ eᵗx + iy obey the group law, but for t ≠ 0 they are neither linear nor conjugate-linear.

## The operations are invertible and the space is nonzero

Physically, no state is lost and there is at least one state to act on. These assumptions make the two kinds exclusive. If T were of both kinds, then for a nonzero v

i Tv = T(iv) = −i Tv,

so 2i Tv = 0 and Tv = 0. Invertibility gives v = 0, a contradiction. In the proof, `e` is the comparison at the scalar i, `e3` is Tv = 0, and the last line uses injectivity.

```lean
/-- On a nonzero space, an invertible complex-linear operation is not conjugate-linear. -/
theorem not_isConjLinear [Nontrivial V] {T : V ≃ₗ[ℝ] V}
    (h : IsComplexLinear T) : ¬ IsConjLinear T := by
  intro h'
  obtain ⟨v, hv⟩ := exists_ne (0 : V)
  -- compare the two rules for the scalar `i`
  have e := (h Complex.I v).symm.trans (h' Complex.I v)
  rw [Complex.conj_I, neg_smul] at e
  have e2 : (2 * Complex.I) • T v = 0 := by
    calc (2 * Complex.I) • T v = Complex.I • T v - (-(Complex.I • T v)) := by module
      _ = 0 := sub_eq_zero.mpr e
  have e3 : T v = 0 := (smul_eq_zero.mp e2).resolve_left (by simp)
  exact hv (T.map_eq_zero_iff.mp e3)
```

The zero map is of both kinds, as is the only map on the zero space. Without these assumptions F(t) would still be linear, but it could be conjugate-linear as well.

## The group law holds for all real times

Evolving for s + t is the same as evolving for t and then for s. Because t/2 is also an allowed time,

F(t) = F(t/2)F(t/2),

so F(t) is a square and hence complex-linear. By the previous argument it is not conjugate-linear. `half` records the halving, and `lin` applies the lemma on squares. Continuity in t is not assumed.

```lean
/-- In a one-parameter group of linear or conjugate-linear bijections of a nonzero
complex space, every member is complex-linear and none is conjugate-linear. -/
theorem flow_isComplexLinear [Nontrivial V] (F : ℝ → (V ≃ₗ[ℝ] V))
    (hF : ∀ s t, F (s + t) = F s * F t)
    (h : ∀ t, IsComplexLinear (F t) ∨ IsConjLinear (F t)) (t : ℝ) :
    IsComplexLinear (F t) ∧ ¬ IsConjLinear (F t) := by
  -- evolution over `t` is evolution over `t / 2`, done twice
  have half : F t = F (t / 2) * F (t / 2) := by rw [← hF, add_halves]
  have lin : IsComplexLinear (F t) := by
    rw [half]
    exact isComplexLinear_mul_self (h (t / 2))
  exact ⟨lin, not_isConjLinear lin⟩
```

The law is exact here, with no extra phase factor in the composition.

For operators on H that are each unitary or antiunitary, the theorem rules out conjugate-linearity and with it the antiunitary case, so F(t) is unitary.

```lean
/-- A one-parameter group of operators, each unitary or antiunitary, on a nonzero
inner product space consists of unitary operators only. -/
theorem flow_isUnitaryOp [Nontrivial H] (F : ℝ → (H ≃ₗ[ℝ] H))
    (hF : ∀ s t, F (s + t) = F s * F t)
    (h : ∀ t, IsUnitaryOp (F t) ∨ IsAntiunitaryOp (F t)) (t : ℝ) :
    IsUnitaryOp (F t) ∧ ¬ IsAntiunitaryOp (F t) := by
  have key := flow_isComplexLinear F hF (fun s => (h s).imp And.left And.left) t
  have notAnti : ¬ IsAntiunitaryOp (F t) := fun ha => key.2 ha.1
  exact ⟨(h t).resolve_right notAnti, notAnti⟩
```

The halving argument carries over to any group G acting by such operations. Squares act linearly, and so do the identity and products of linear operations. For inverses, if T is linear, then

T(T⁻¹(cv)) = cv = T(c T⁻¹v),

and injectivity gives T⁻¹(cv) = c T⁻¹v. Every element generated by squares therefore acts linearly. An element with g³ = 1, such as a threefold rotation of a system with integer spin, is covered because g = (g²)².

```lean
/-- If a group acts by linear or conjugate-linear bijections, every element of the
subgroup generated by squares acts complex-linearly. -/
theorem isComplexLinear_of_mem_closure_squares {G : Type*} [Group G]
    (ρ : G →* (V ≃ₗ[ℝ] V))
    (h : ∀ g, IsComplexLinear (ρ g) ∨ IsConjLinear (ρ g)) {g : G}
    (hg : g ∈ Subgroup.closure {x : G | ∃ a, x = a * a}) :
    IsComplexLinear (ρ g) := by
  induction hg using Subgroup.closure_induction with
  | mem x hx =>
    obtain ⟨a, rfl⟩ := hx
    rw [map_mul]
    exact isComplexLinear_mul_self (h a)
  | one =>
    rw [map_one]
    intro c v
    rfl
  | mul x y _ _ hx hy =>
    rw [map_mul]
    intro c v
    change ρ x (ρ y (c • v)) = c • ρ x (ρ y v)
    rw [hy, hx]
  | inv x _ hx =>
    rw [map_inv]
    intro c v
    have e : ∀ w, ρ x ((ρ x)⁻¹ w) = w := fun w => (ρ x).apply_symm_apply w
    apply (ρ x).injective
    rw [e, hx, e]
```

A state of energy E, with ℏ = 1, evolves by the phase exp(−iEt), which satisfies all the hypotheses on a nonzero H. Exponents add, which gives the group law, and

⟨e^(−iEt)x, e^(−iEt)y⟩ = e^(iEt) e^(−iEt) ⟨x,y⟩ = ⟨x,y⟩.

The inner product is conjugate-linear in its first argument.

```lean
/-- Time evolution of states of energy `E` (with `ℏ = 1`): multiplication by the
phase `exp (-i E t)`. -/
def phaseFlow (H : Type*) [NormedAddCommGroup H] [InnerProductSpace ℂ H]
    (E t : ℝ) : H ≃ₗ[ℝ] H where
  toFun v := Complex.exp (-(E * t) * Complex.I) • v
  invFun v := Complex.exp (E * t * Complex.I) • v
  map_add' x y := smul_add _ x y
  map_smul' r x := smul_comm _ r x
  left_inv v := by
    change Complex.exp (E * t * Complex.I) • Complex.exp (-(E * t) * Complex.I) • v = v
    rw [smul_smul, ← Complex.exp_add,
      show (E * t * Complex.I + -(E * t) * Complex.I : ℂ) = 0 by ring,
      Complex.exp_zero, one_smul]
  right_inv v := by
    change Complex.exp (-(E * t) * Complex.I) • Complex.exp (E * t * Complex.I) • v = v
    rw [smul_smul, ← Complex.exp_add,
      show (-(E * t) * Complex.I + E * t * Complex.I : ℂ) = 0 by ring,
      Complex.exp_zero, one_smul]

/-- The phase evolution obeys the group law in time and is unitary at every time. -/
theorem phaseFlow_witness (E : ℝ) :
    (∀ s t, phaseFlow H E (s + t) = phaseFlow H E s * phaseFlow H E t) ∧
      ∀ t, IsUnitaryOp (phaseFlow H E t) := by
  refine ⟨fun s t => LinearEquiv.ext fun v => ?_, fun t => ⟨fun c v => ?_, fun x y => ?_⟩⟩
  · change Complex.exp (-(E * ((s + t : ℝ) : ℂ)) * Complex.I) • v =
      Complex.exp (-(E * s) * Complex.I) • Complex.exp (-(E * t) * Complex.I) • v
    rw [smul_smul, ← Complex.exp_add]
    congr 2
    push_cast
    ring
  · exact smul_comm _ c v
  · change inner ℂ (Complex.exp (-(E * t) * Complex.I) • x)
      (Complex.exp (-(E * t) * Complex.I) • y) = inner ℂ x y
    -- the phase cancels against its conjugate
    have e : conj (-(E * t) * Complex.I : ℂ) + -(E * t) * Complex.I = 0 := by simp
    rw [inner_smul_left, inner_smul_right, ← mul_assoc, ← Complex.exp_conj,
      ← Complex.exp_add, e, Complex.exp_zero, one_mul]
```

If time runs only over the integers, one step has no half and the conclusion fails. Let K be complex conjugation on ℂ, where ⟨x,y⟩ = x*y. Then K² = 1, so

K²ᵏ = 1,  K²ᵏ⁺¹ = K,

and

⟨Kx,Ky⟩ = xy* = ⟨y,x⟩.

Even steps are unitary and odd steps antiunitary, although the group law holds throughout. The proof reduces each power with `sq` and then checks the two cases.

```lean
/-- Complex conjugation of amplitudes, as a real-linear bijection of `ℂ`. -/
def conjugation : ℂ ≃ₗ[ℝ] ℂ := Complex.conjAe.toLinearEquiv

/-- In discrete time, the powers of complex conjugation are unitary at even steps
and antiunitary at odd steps. -/
theorem discrete_time_antiunitary :
    (∀ n : ℤ, Even n → IsUnitaryOp (conjugation ^ n)) ∧
      ∀ n : ℤ, Odd n → IsAntiunitaryOp (conjugation ^ n) := by
  have sq : conjugation ^ (2 : ℤ) = 1 := by
    rw [zpow_two]
    exact LinearEquiv.ext fun z => Complex.conj_conj z
  constructor
  · rintro n ⟨k, rfl⟩
    rw [← two_mul, zpow_mul, sq, one_zpow]
    exact ⟨fun _ _ => rfl, fun _ _ => rfl⟩
  · rintro n ⟨k, rfl⟩
    rw [zpow_add, zpow_mul, sq, one_zpow, one_mul, zpow_one]
    refine ⟨fun c z => map_mul (starRingEnd ℂ) c z, fun x y => ?_⟩
    change inner ℂ (conj x) (conj y) = inner ℂ y x
    simp [RCLike.inner_apply, mul_comm]

end

end AntiunitaryFlow
```

```lean
#print axioms AntiunitaryFlow.flow_isUnitaryOp
-- 'AntiunitaryFlow.flow_isUnitaryOp' depends on axioms: [propext, Classical.choice, Quot.sound]
#print axioms AntiunitaryFlow.isComplexLinear_of_mem_closure_squares
-- 'AntiunitaryFlow.isComplexLinear_of_mem_closure_squares' depends on axioms: [propext, Classical.choice, Quot.sound]
#print axioms AntiunitaryFlow.discrete_time_antiunitary
-- 'AntiunitaryFlow.discrete_time_antiunitary' depends on axioms: [propext, Classical.choice, Quot.sound]
```
